# A singlet pair's coefficient matrix has rank one more than its connected doubles when $C_{00}=1$

Q: Stretch a hydrogen molecule in a minimal basis. The ground state begins mostly as a doubly occupied bonding orbital, then mixes in the doubly occupied antibonding orbital with a negative sign. If the bonding pair has coefficient $1$, the antibonding pair has $-c$, with $0<c<1$. Coupled cluster puts that correlation into a doubles amplitude. What do the doubles of a two-electron singlet tell me about the state itself, and why should a theorem about matrices settle it?

A: Write the spatial part of the state in real orthonormal orbitals $\varphi_0,\dots,\varphi_m$:
$$\Psi(r_1,r_2)=\sum_{p,q}C_{pq}\,\varphi_p(r_1)\varphi_q(r_2).$$
The singlet spin function is antisymmetric, so $C$ is symmetric. Orbital $0$ is the reference. The condition $C_{00}=1$ is intermediate normalisation: the state overlaps the reference pair and has been divided by that overlap. Its squared norm is $\sum_{pq}C_{pq}^2$, so your normalised coefficients are $1/\sqrt{1+c^2}$ and $-c/\sqrt{1+c^2}$.

The singles are $t_a=C_{a0}$ and the connected doubles are
$$D_{ab}=C_{ab}-C_{a0}C_{0b},$$
where the subtraction removes what two independent single excitations already produce. Two facts answer your question: $\operatorname{rank}C=1+\operatorname{rank}D$, and $C$ is positive semidefinite exactly when $D$ is.

In Lean, `m` is the number of virtual orbitals and may be zero. The indices $a,b$ run over `Fin m`; as a subscript of $C$, the letter $a$ means the orbital `a.succ`.

```lean
import Mathlib

open Matrix

namespace TwoElectronCoupledCluster

noncomputable section

variable {m : ℕ}

/-- The connected doubles `D_ab = C_ab - C_a0 C_0b` of a pair matrix `C`, where orbital `0` is
the reference orbital and `a`, `b` run over the virtual orbitals. -/
def connectedDoubles (C : Matrix (Fin (m + 1)) (Fin (m + 1)) ℝ) : Matrix (Fin m) (Fin m) ℝ :=
  fun a b => C a.succ b.succ - C a.succ 0 * C 0 b.succ
```

Q: You can call any matrix "connected doubles". What ties this one to coupled cluster?

A: The cluster operator $T=T_1+T_2$, written as an action on a pair matrix $X$:
$$(TX)_{pq}=t_pX_{0q}+X_{p0}t_q+X_{00}D_{pq}.$$
Singles lift either electron out of orbital $0$, and doubles lift both. Here $t_0=0$, and $D_{pq}=0$ if either index is the reference; `pad` supplies those zeros. The matrix `reference`, called $R$ below, has a single entry $1$ at position $00$.

```lean
/-- Extends amplitudes on the virtual orbitals by zero on the reference orbital. -/
def pad (v : Fin m → ℝ) : Fin (m + 1) → ℝ := Fin.cons 0 v

/-- The reference pair state: both electrons in orbital `0`. -/
def reference : Matrix (Fin (m + 1)) (Fin (m + 1)) ℝ :=
  fun p q => if p = 0 ∧ q = 0 then 1 else 0

/-- The cluster operator `T1 + T2` acting on a pair matrix `X`: the singles `t` excite either
electron out of orbital `0`, and the doubles `D` excite both. -/
def clusterOp (t : Fin m → ℝ) (D : Matrix (Fin m) (Fin m) ℝ)
    (X : Matrix (Fin (m + 1)) (Fin (m + 1)) ℝ) : Matrix (Fin (m + 1)) (Fin (m + 1)) ℝ :=
  fun p q => pad t p * X 0 q + X p 0 * pad t q + X 0 0 * pad (fun a => pad (D a) q) p
```

Now apply $T$ repeatedly to $R$:

- $(TR)_{pq}=t_p\delta_{q0}+\delta_{p0}t_q+D_{pq}$.
- $TR$ has zero $00$ entry, first row $t_q$ and first column $t_p$, so $(T^2R)_{pq}=2t_pt_q$.
- $T^2R$ has zero first row and column, so $T^3R=0$.

The exponential series on $R$ therefore stops at second order. The sum $R+TR+\tfrac12T^2R$ has entry $1$ at $00$, entries $t_a$ at both $a0$ and $0a$, and $D_{ab}+t_at_b$ in the virtual block. Since $C_{0b}=C_{b0}=t_b$, this is $C$.

```lean
/-- For a symmetric pair matrix with `C_00 = 1`, the cluster operator built from the singles
`C_a0` and the connected doubles vanishes at third order on the reference, and its exponential
series up to second order gives `C` exactly. -/
theorem two_electron_exactness (C : Matrix (Fin (m + 1)) (Fin (m + 1)) ℝ)
    (h0 : C 0 0 = 1) (hC : C.IsSymm) :
    let T := clusterOp (fun a => C a.succ 0) (connectedDoubles C)
    T (T (T reference)) = 0 ∧
      C = reference + T reference + (1 / 2 : ℝ) • T (T reference) := by
  have hs : ∀ a : Fin m, C 0 a.succ = C a.succ 0 := fun a => hC.apply a.succ 0
  constructor
  · ext p q
    cases p using Fin.cases <;> cases q using Fin.cases <;>
      simp [clusterOp, reference, pad]
  · ext p q
    cases p using Fin.cases <;> cases q using Fin.cases <;>
      simp [clusterOp, reference, pad, connectedDoubles, h0, hs]
    -- only the entry with both electrons in virtual orbitals remains
    ring
```

The two conjuncts say that the third power vanishes and that the second-order sum equals $C$. The proof splits each index into reference or virtual and simplifies. In the second part, `ring` handles the entry with both electrons in virtual orbitals.

Q: That is an operator on matrices. I use excitation operators in Fock space.

A: The translation between them is the step you must supply. With spin-summed excitations $E_{a0}$, take $T_1=\sum_a t_aE_{a0}$ and $T_2=\tfrac12\sum_{ab}D_{ab}E_{a0}E_{b0}$; their action on a singlet pair is the formula above. Lean starts from that formula. There is also no Hamiltonian here: $C$ is given, and the theorem supplies amplitudes that reproduce it. For two electrons in a finite real orbital set, this is the sense in which singles and doubles suffice.

Q: Then take the rank. Why exactly one more?

A: Because the reference orbital can be eliminated. Let $x$ be a vector of orbital coefficients and $y$ its virtual part. Since $C_{00}=1$,
$$(Cx)_0=x_0+\sum_b C_{0b}x_b,\qquad (Cx)_a=C_{a0}x_0+\sum_b C_{ab}x_b.$$
Solve the first equation for $x_0$ and insert it into the second:
$$(Cx)_a=C_{a0}(Cx)_0+\sum_b(C_{ab}-C_{a0}C_{0b})x_b=C_{a0}(Cx)_0+(Dy)_a.$$

```lean
/-- The reference component of `C x` when `C_00 = 1`. -/
theorem mulVec_reference (C : Matrix (Fin (m + 1)) (Fin (m + 1)) ℝ) (h0 : C 0 0 = 1)
    (x : Fin (m + 1) → ℝ) :
    (C *ᵥ x) 0 = x 0 + ∑ b : Fin m, C 0 b.succ * x b.succ := by
  simp [Matrix.mulVec, dotProduct, Fin.sum_univ_succ, h0]

/-- Elimination of the reference orbital when `C_00 = 1`: a virtual component of `C x` is `C_a0`
times the reference component, plus the action of the connected doubles. -/
theorem mulVec_virtual (C : Matrix (Fin (m + 1)) (Fin (m + 1)) ℝ) (h0 : C 0 0 = 1)
    (x : Fin (m + 1) → ℝ) (a : Fin m) :
    (C *ᵥ x) a.succ =
      C a.succ 0 * (C *ᵥ x) 0 + (connectedDoubles C *ᵥ fun b => x b.succ) a := by
  have h1 : (C *ᵥ x) a.succ =
      C a.succ 0 * x 0 + ∑ b : Fin m, C a.succ b.succ * x b.succ := by
    simp [Matrix.mulVec, dotProduct, Fin.sum_univ_succ]
  have h2 : (connectedDoubles C *ᵥ fun b => x b.succ) a =
      ∑ b : Fin m, C a.succ b.succ * x b.succ
        - C a.succ 0 * ∑ b : Fin m, C 0 b.succ * x b.succ := by
    simp only [Matrix.mulVec, dotProduct, connectedDoubles, sub_mul,
      Finset.sum_sub_distrib, Finset.mul_sum, mul_assoc]
  rw [h1, h2, mulVec_reference C h0 x]
  ring
```

Here `C *ᵥ x` is the matrix-vector product. In the second proof, `h1` and `h2` expand the two products, and `ring` combines them.

If $Cx=0$, the first equation gives $x_0=-\sum_bC_{0b}x_b$ and the elimination gives $Dy=0$. Conversely, those two conditions make every component of $Cx$ vanish.

```lean
/-- When `C_00 = 1`, a null vector of `C` is a null vector of the connected doubles together with
the reference component that it determines. -/
theorem mulVec_eq_zero_iff (C : Matrix (Fin (m + 1)) (Fin (m + 1)) ℝ) (h0 : C 0 0 = 1)
    (x : Fin (m + 1) → ℝ) :
    C *ᵥ x = 0 ↔ x 0 = -∑ b : Fin m, C 0 b.succ * x b.succ ∧
      (connectedDoubles C *ᵥ fun b => x b.succ) = 0 := by
  constructor
  · intro h
    have z : (C *ᵥ x) 0 = 0 := by rw [h]; rfl
    refine ⟨by linarith [mulVec_reference C h0 x], funext fun a => ?_⟩
    have za : (C *ᵥ x) a.succ = 0 := by rw [h]; rfl
    rw [mulVec_virtual C h0 x a, z, mul_zero, zero_add] at za
    exact za
  · rintro ⟨h1, h2⟩
    have z : (C *ᵥ x) 0 = 0 := by linarith [mulVec_reference C h0 x]
    funext p
    cases p using Fin.cases with
    | zero => exact z
    | succ a => rw [mulVec_virtual C h0 x a, z, h2]; simp
```

So dropping $x_0$ maps the null space of $C$ onto that of $D$, and nothing is lost, because $y$ determines $x_0$. The null spaces have equal dimension, and rank-nullity gives
$$(m+1)-\operatorname{rank}C=m-\operatorname{rank}D.$$

```lean
/-- The rank of a pair matrix with `C_00 = 1` is one more than the rank of its connected
doubles. -/
theorem rank_eq_one_add_rank_doubles (C : Matrix (Fin (m + 1)) (Fin (m + 1)) ℝ)
    (h0 : C 0 0 = 1) : C.rank = 1 + (connectedDoubles C).rank := by
  -- dropping the reference component maps one kernel onto the other
  have hmem : ∀ x ∈ LinearMap.ker C.mulVecLin,
      LinearMap.funLeft ℝ ℝ (Fin.succ : Fin m → Fin (m + 1)) x ∈
        LinearMap.ker (connectedDoubles C).mulVecLin :=
    fun x hx => ((mulVec_eq_zero_iff C h0 x).1 hx).2
  have hbij : Function.Bijective
      ((LinearMap.funLeft ℝ ℝ (Fin.succ : Fin m → Fin (m + 1))).restrict hmem) := by
    constructor
    · rintro ⟨x, hx⟩ ⟨y, hy⟩ h
      have hs : ∀ a : Fin m, x a.succ = y a.succ :=
        fun a => congrFun (congrArg Subtype.val h) a
      apply Subtype.ext
      funext p
      cases p using Fin.cases with
      | zero =>
        change x 0 = y 0
        rw [((mulVec_eq_zero_iff C h0 x).1 hx).1, ((mulVec_eq_zero_iff C h0 y).1 hy).1]
        simp only [hs]
      | succ a => exact hs a
    · rintro ⟨y, hy⟩
      exact ⟨⟨Fin.cons (-∑ b : Fin m, C 0 b.succ * y b) y,
        (mulVec_eq_zero_iff C h0 _).2 ⟨by simp, hy⟩⟩, rfl⟩
  have e := (LinearEquiv.ofBijective _ hbij).finrank_eq
  -- rank-nullity on both sides
  have h1 := LinearMap.finrank_range_add_finrank_ker C.mulVecLin
  have h2 := LinearMap.finrank_range_add_finrank_ker (connectedDoubles C).mulVecLin
  rw [Module.finrank_fin_fun] at h1 h2
  unfold Matrix.rank
  omega
```

`LinearMap.funLeft` with `Fin.succ` is the map that drops the reference component. `hbij` shows that it is a bijection between the null spaces, with `Fin.cons` restoring the missing component. The final `omega` does the dimension count. Symmetry is not used.

Q: And what does the rank count physically?

A: For a symmetric $C$ with eigenvalues $\lambda_i$, the natural occupations are $2\lambda_i^2/\sum_j\lambda_j^2$, so the rank counts the occupied natural orbitals. Your stretched molecule has one nonzero double, hence two of them. In a finite-basis two-electron calculation, low-rank doubles thus mean few occupied natural orbitals.

The extreme case is $\operatorname{rank}C=1$, which happens exactly when $D=0$. A symmetric $C$ is then $C_{pq}=C_{p0}C_{q0}$: both electrons share one orbital, and singles alone describe the state.

```lean
/-- A pair matrix with `C_00 = 1` has rank one exactly when its connected doubles vanish. -/
theorem rank_eq_one_iff (C : Matrix (Fin (m + 1)) (Fin (m + 1)) ℝ) (h0 : C 0 0 = 1) :
    C.rank = 1 ↔ connectedDoubles C = 0 := by
  rw [rank_eq_one_add_rank_doubles C h0]
  constructor
  · intro h
    have hr : (connectedDoubles C).rank = 0 := by omega
    have hz : (connectedDoubles C).mulVecLin = 0 :=
      LinearMap.range_eq_bot.1 (Submodule.finrank_eq_zero.1 hr)
    ext a b
    have hab := congrFun (LinearMap.congr_fun hz (Pi.single b 1)) a
    simpa using hab
  · intro h
    rw [h, Matrix.rank_zero]
```

For the forward direction, rank zero makes the linear map of $D$ vanish, and applying it to unit vectors shows that every entry is zero.

Q: Positivity looks like pure algebra to me. What would I measure it against?

A: Against a pair with both electrons in one real orbital $x$. Its overlap with $\Psi$ is $x\cdot Cx$, or $x\cdot Cx/(|x|^2\sqrt{\sum_{pq}C_{pq}^2})$ when both states are normalised and $x\neq0$. Positive semidefiniteness says that no such overlap has the opposite sign to that of the reference pair.

Use the elimination again, this time with symmetry:
$$\begin{aligned}
x\cdot Cx&=x_0(Cx)_0+\sum_a x_a(Cx)_a\\
&=(Cx)_0\Big(x_0+\sum_aC_{0a}x_a\Big)+y\cdot Dy\\
&=\Big(x_0+\sum_aC_{0a}x_a\Big)^2+y\cdot Dy.
\end{aligned}$$
The second line replaces $C_{a0}$ by $C_{0a}$, and the third inserts the formula for $(Cx)_0$.

```lean
/-- For symmetric `C` with `C_00 = 1`, the quadratic form of `C` is a perfect square plus the
quadratic form of the connected doubles. -/
theorem quadratic_form (C : Matrix (Fin (m + 1)) (Fin (m + 1)) ℝ) (h0 : C 0 0 = 1)
    (hC : C.IsSymm) (x : Fin (m + 1) → ℝ) :
    x ⬝ᵥ (C *ᵥ x) = (x 0 + ∑ a : Fin m, C 0 a.succ * x a.succ) ^ 2 +
      (fun a : Fin m => x a.succ) ⬝ᵥ (connectedDoubles C *ᵥ fun a => x a.succ) := by
  have hq : x ⬝ᵥ (C *ᵥ x) =
      x 0 * (C *ᵥ x) 0 + ∑ a : Fin m, x a.succ * (C *ᵥ x) a.succ := by
    rw [dotProduct, Fin.sum_univ_succ]
  have h1 : ∑ a : Fin m, x a.succ * (C *ᵥ x) a.succ =
      (C *ᵥ x) 0 * ∑ a : Fin m, C 0 a.succ * x a.succ +
      (fun a : Fin m => x a.succ) ⬝ᵥ (connectedDoubles C *ᵥ fun a => x a.succ) := by
    rw [dotProduct, Finset.mul_sum, ← Finset.sum_add_distrib]
    refine Finset.sum_congr rfl fun a _ => ?_
    rw [mulVec_virtual C h0 x a, hC.apply a.succ 0]
    ring
  rw [hq, h1, mulVec_reference C h0 x]
  ring
```

In the proof, `hq` splits off the reference term and `h1` carries out the elimination under the sum.

If $D$ is positive semidefinite, both terms are nonnegative, so $C$ is too. If $C$ is positive semidefinite, take any $y$ and choose $x_0=-\sum_aC_{0a}y_a$. The square vanishes and $y\cdot Dy=x\cdot Cx\ge0$.

```lean
/-- A symmetric pair matrix with `C_00 = 1` is positive semidefinite if and only if its connected
doubles are. -/
theorem posSemidef_iff_doubles (C : Matrix (Fin (m + 1)) (Fin (m + 1)) ℝ) (h0 : C 0 0 = 1)
    (hC : C.IsSymm) : C.PosSemidef ↔ (connectedDoubles C).PosSemidef := by
  have hCH : C.IsHermitian := by
    rw [Matrix.IsHermitian, Matrix.conjTranspose_eq_transpose_of_trivial]
    exact hC
  have hDH : (connectedDoubles C).IsHermitian := by
    ext a b
    simp only [Matrix.conjTranspose_apply, star_trivial, connectedDoubles]
    rw [hC.apply a.succ b.succ, hC.apply 0 a.succ, hC.apply 0 b.succ]
    ring
  rw [Matrix.posSemidef_iff_dotProduct_mulVec, Matrix.posSemidef_iff_dotProduct_mulVec]
  constructor
  · rintro ⟨-, h⟩
    refine ⟨hDH, fun y => ?_⟩
    -- choose the reference component that cancels the square
    have hy := h (Fin.cons (-∑ a : Fin m, C 0 a.succ * y a) y)
    rw [star_trivial, quadratic_form C h0 hC] at hy
    simpa using hy
  · rintro ⟨-, h⟩
    refine ⟨hCH, fun x => ?_⟩
    have hx := h (fun a => x a.succ)
    rw [star_trivial] at hx ⊢
    rw [quadratic_form C h0 hC]
    exact add_nonneg (sq_nonneg _) hx
```

Mathlib's `PosSemidef` includes being Hermitian, which for real matrices means symmetric. `hCH` and `hDH` provide this for $C$ and $D$; the two remaining branches are the two arguments just given.

Q: So what does this say about my stretched molecule?

A: Its only double is $-c<0$, so $C$ is not positive semidefinite. You can see the reason directly: the antibonding pair enters with the opposite sign to the bonding pair. In general, one negative diagonal double is enough, since testing $D$ on the unit vector of orbital $a$ returns $D_{aa}$.

```lean
/-- If a symmetric pair matrix with `C_00 = 1` has a negative diagonal connected double, then it
is not positive semidefinite. -/
theorem not_posSemidef_of_negative_double (C : Matrix (Fin (m + 1)) (Fin (m + 1)) ℝ)
    (h0 : C 0 0 = 1) (hC : C.IsSymm) (a : Fin m) (ha : connectedDoubles C a a < 0) :
    ¬ C.PosSemidef := by
  intro h
  have hD := ((posSemidef_iff_doubles C h0 hC).1 h).dotProduct_mulVec_nonneg (Pi.single a 1)
  rw [star_trivial] at hD
  have hn : 0 ≤ connectedDoubles C a a := by simpa using hD
  linarith

end

end TwoElectronCoupledCluster
```

```lean
#print axioms TwoElectronCoupledCluster.two_electron_exactness
-- 'TwoElectronCoupledCluster.two_electron_exactness' depends on axioms: [propext, Classical.choice, Quot.sound]
#print axioms TwoElectronCoupledCluster.rank_eq_one_add_rank_doubles
-- 'TwoElectronCoupledCluster.rank_eq_one_add_rank_doubles' depends on axioms: [propext, Classical.choice, Quot.sound]
#print axioms TwoElectronCoupledCluster.rank_eq_one_iff
-- 'TwoElectronCoupledCluster.rank_eq_one_iff' depends on axioms: [propext, Classical.choice, Quot.sound]
#print axioms TwoElectronCoupledCluster.not_posSemidef_of_negative_double
-- 'TwoElectronCoupledCluster.not_posSemidef_of_negative_double' depends on axioms: [propext, Classical.choice, Quot.sound]
```

Q: Does any of this survive with no virtual orbitals, or with a different normalisation?

A: With $m=0$, $C$ is the number $1$ and $D$ is an empty matrix of rank zero. The rank formula reads $1=1+0$, and both matrices are positive semidefinite.

The normalisation matters. Put both electrons in $(\varphi_0+\varphi_1)/\sqrt2$. Scaled to $C_{00}=1$, every entry of $C$ is $1$ and $D=0$, as it should be for an uncorrelated pair. Now double the state without changing the definition of $D$:
$$C=\begin{pmatrix}2&2\\2&2\end{pmatrix},\qquad D=2-2\cdot2=-2.$$
The rank of $C$ is still $1$, but $1+\operatorname{rank}D=2$. Moreover, $C$ is positive semidefinite and $D$ is not. A positive reference coefficient is therefore not enough for either statement; divide the state by $C_{00}$ before forming the doubles.
